# An affine magnetic field with any prescribed gradient of its z component and zero divergence and curl

In the imaging field treated here, the z component has a prescribed constant gradient g = (g_x, g_y, g_z), and the x and y components vary so as to accompany it. Explicitly, the field is b + (g_x z − g_z x/2, g_y z − g_z y/2, g_x x + g_y y + g_z z), where b is any uniform field. The declaration `imagingGradient_isMagnetostatic` states that this field, which is exactly affine in position, has zero divergence and zero curl at every point of three-dimensional space. The attempt uses an earlier theorem to reduce the claim to two facts about the gradient matrix, that it is symmetric and that its trace is zero. It checks the symmetry entry by entry, and the trace by writing out the sum of the three diagonal entries.

In Lean, a first try:

```lean
import Mathlib

open Matrix

namespace ConcomitantGradients

noncomputable section

/-- The derivative of component `i` of the field `F` along the coordinate axis `j`,
taken at the point `r`. -/
def fieldDeriv (F : (Fin 3 → ℝ) → (Fin 3 → ℝ)) (i j : Fin 3) (r : Fin 3 → ℝ) : ℝ :=
  deriv (fun t : ℝ => F (r + t • (Pi.single j 1 : Fin 3 → ℝ)) i) 0

/-- The divergence of a vector field on three-dimensional space. -/
def divergence (F : (Fin 3 → ℝ) → (Fin 3 → ℝ)) (r : Fin 3 → ℝ) : ℝ :=
  ∑ i, fieldDeriv F i i r

/-- The curl of a vector field on three-dimensional space. -/
def curl (F : (Fin 3 → ℝ) → (Fin 3 → ℝ)) (r : Fin 3 → ℝ) : Fin 3 → ℝ :=
  ![fieldDeriv F 2 1 r - fieldDeriv F 1 2 r,
    fieldDeriv F 0 2 r - fieldDeriv F 2 0 r,
    fieldDeriv F 1 0 r - fieldDeriv F 0 1 r]

/-- The divergence and the curl of the field `F`, as computed with `deriv`, vanish at every point.
-/
def IsMagnetostatic (F : (Fin 3 → ℝ) → (Fin 3 → ℝ)) : Prop :=
  ∀ r, divergence F r = 0 ∧ curl F r = 0

/-- The affine field `B(r) = b + M r`, with value `b` at the origin and gradient matrix `M`. -/
def affineField (b : Fin 3 → ℝ) (M : Matrix (Fin 3) (Fin 3) ℝ) (r : Fin 3 → ℝ) : Fin 3 → ℝ :=
  b + M *ᵥ r

/-- The derivative of component `i` of an affine field along axis `j` is the matrix
entry `M i j`. -/
theorem fieldDeriv_affineField (b : Fin 3 → ℝ) (M : Matrix (Fin 3) (Fin 3) ℝ)
    (i j : Fin 3) (r : Fin 3 → ℝ) : fieldDeriv (affineField b M) i j r = M i j := by
  -- along a coordinate axis the field component is a straight line of slope `M i j`
  have h : (fun t : ℝ => affineField b M (r + t • (Pi.single j 1 : Fin 3 → ℝ)) i)
      = fun t : ℝ => affineField b M r i + t * M i j := by
    funext t
    simp [affineField, Matrix.mulVec_add, Matrix.mulVec_smul, add_assoc]
  unfold fieldDeriv
  rw [h]
  have hd := ((hasDerivAt_id' (0 : ℝ)).mul_const (M i j)).const_add (affineField b M r i)
  exact hd.deriv.trans (one_mul _)

/-- The divergence of an affine field is the trace of its gradient matrix. -/
theorem divergence_affineField (b : Fin 3 → ℝ) (M : Matrix (Fin 3) (Fin 3) ℝ)
    (r : Fin 3 → ℝ) : divergence (affineField b M) r = M.trace := by
  simp [divergence, fieldDeriv_affineField, Matrix.trace]

/-- An affine magnetic field has zero divergence and zero curl everywhere if and only if
its gradient matrix is symmetric and traceless. -/
theorem isMagnetostatic_affineField_iff (b : Fin 3 → ℝ) (M : Matrix (Fin 3) (Fin 3) ℝ) :
    IsMagnetostatic (affineField b M) ↔ M.IsSymm ∧ M.trace = 0 := by
  constructor
  · intro h
    obtain ⟨hd, hc⟩ := h 0
    rw [divergence_affineField] at hd
    refine ⟨?_, hd⟩
    -- the three curl components are the three antisymmetric combinations of `M`
    have h0 : M 2 1 - M 1 2 = 0 := by
      simpa [curl, fieldDeriv_affineField] using congrFun hc 0
    have h1 : M 0 2 - M 2 0 = 0 := by
      simpa [curl, fieldDeriv_affineField] using congrFun hc 1
    have h2 : M 1 0 - M 0 1 = 0 := by
      simpa [curl, fieldDeriv_affineField] using congrFun hc 2
    apply Matrix.IsSymm.ext
    intro i j
    fin_cases i <;> fin_cases j <;> simp <;> linarith
  · rintro ⟨hs, ht⟩ r
    refine ⟨by rw [divergence_affineField, ht], ?_⟩
    unfold curl
    simp only [fieldDeriv_affineField]
    rw [hs.apply 1 2, hs.apply 2 0, hs.apply 0 1]
    ext i
    fin_cases i <;> simp

/-- The gradient matrix whose z component has gradient `g` and whose longitudinal part is
compensated equally along x and y. -/
def imagingGradient (g : Fin 3 → ℝ) : Matrix (Fin 3) (Fin 3) ℝ :=
  !![-(g 2) / 2, 0, g 0; 0, -(g 2) / 2, g 1; g 0, g 1, g 2]

/-- For every prescribed gradient `g`, the imaging field on top of any uniform field has zero
divergence and zero curl. -/
theorem imagingGradient_isMagnetostatic (b g : Fin 3 → ℝ) :
    IsMagnetostatic (affineField b (imagingGradient g)) := by
  rw [isMagnetostatic_affineField_iff]
  constructor
  · apply Matrix.IsSymm.ext
    intro i j
    fin_cases i <;> fin_cases j <;> simp [imagingGradient]
  · rw [Matrix.trace_fin_three]
    simp [imagingGradient]
    ring

end

end ConcomitantGradients
```

The compiler's answer:

```
Main.lean:95:4: error: No goals to be solved
```

The mended proof, as a diff:

```diff
@@ -93,5 +93,4 @@
   · rw [Matrix.trace_fin_three]
     simp [imagingGradient]
-    ring
 
 end
```

The message "No goals to be solved" points to the `ring` on the last line of the proof. It means that `ring` was called when nothing was left to prove.

That line belongs to the trace part. After `rw [Matrix.trace_fin_three]`, the goal is that the three diagonal entries sum to zero. Once `imagingGradient` is unfolded, this says that −g_z/2 − g_z/2 + g_z = 0. The attempt expected `simp [imagingGradient]` to unfold the matrix and leave this identity for `ring`. In fact `simp` also proved the identity and closed the goal, and a `ring` that follows with no goal is an error.

The diff deletes `ring` and changes nothing else. The proof then ends at the `simp` call, which already completes the trace part. The mathematics of the attempt was sound, and the statement is unchanged.
